# Error bound for projected coupled-cluster amplitudes when the residual is Lipschitz and strongly monotone

A coupled-cluster calculation with single and double excitations sets all higher amplitudes to zero and solves only the equations projected on singles and doubles. Its amplitudes differ from the exact ones for two reasons: the truncated space may not contain the exact amplitudes, and the projected equations need not pick the closest point that it does contain. How much can the second effect add to the first?

Let E be the real inner-product space of all amplitudes, V the truncated subspace and f the residual, which sends amplitudes to the left-hand sides of the coupled-cluster equations. Let t be an exact solution, f(t) = 0, and s a projected solution: s lies in V and f(s) is orthogonal to V. Suppose that s and t lie in a region U on which f is Lipschitz with constant L ≥ 0 and strongly monotone with constant g > 0. Then, for every w in V,

‖s − t‖ ≤ (L/g) ‖w − t‖.

For a truncated calculation that meets these conditions, the amplitude error is therefore at most L/g times the smallest error that the truncation allows.

The derivation takes four steps. Strong monotonicity at s and t gives

(1) g ‖s − t‖² ≤ ⟨f(s) − f(t), s − t⟩.

Write s − t = (s − w) + (w − t). The first part lies in V, and f(s) − f(t) = f(s) is orthogonal to V, so

(2) ⟨f(s) − f(t), s − t⟩ = ⟨f(s) − f(t), w − t⟩.

Cauchy–Schwarz and the Lipschitz bound give

(3) ⟨f(s) − f(t), w − t⟩ ≤ ‖f(s) − f(t)‖ ‖w − t‖ ≤ L ‖s − t‖ ‖w − t‖.

(4) If s ≠ t, divide by g ‖s − t‖. If s = t, the left side of the claim is zero and the right side is not negative.

Small examples below show what can go wrong when a condition is dropped. Apart from the complex-plane model at the end, they are worked by hand and are not part of the Lean file.

## Real amplitudes with an inner product

The inner product supplies orthogonality and Cauchy–Schwarz. E may have any dimension, and completeness is not assumed. Complex amplitudes fit in if the real part of their inner product is used.

```lean
import Mathlib

open Filter Topology

namespace CoupledClusterQuasiOptimality

variable {E : Type*} [NormedAddCommGroup E] [InnerProductSpace ℝ E]
```

The Hamiltonian and the cluster operator do not appear: `f : E → E` is an arbitrary map, and coupled cluster enters through the conditions placed on it. The values of L and g depend on the inner product chosen for the amplitudes.

## The residual responds at most L times as strongly as the amplitudes change

L limits how strongly the residual responds to a change of the amplitudes. If the residual were a constant plus a diagonal linear map, with finitely many positive orbital-energy differences as its diagonal entries, L could be taken as the largest difference in the ordinary Euclidean norm.

```lean
/-- On the region `U` the residual `f` changes by at most `L` times the change of the
amplitudes. -/
def LipschitzBoundOn (f : E → E) (L : ℝ) (U : Set E) : Prop :=
  ∀ u ∈ U, ∀ v ∈ U, ‖f u - f v‖ ≤ L * ‖u - v‖
```

The bound enters step (3). A value of g alone does not control the error: the complex-plane model at the end has members with g = 1 and L as large as one likes, and its error ratio is exactly L.

The definition does not require L ≥ 0, so the main theorem asks for it separately. If U contains only t, the Lipschitz bound holds even for L = −1, and the claimed inequality would then fail for every w ≠ t.

## Strong monotonicity plays the part of a gap

Moving the amplitudes from v to u must change the residual by an amount whose component along u − v is at least g ‖u − v‖. In the diagonal example, g can be taken as the smallest orbital-energy difference, so L/g is large when this gap is small compared with the largest difference. The actual error need not be: if V keeps some of the excitations and drops the others, the projected solution of the diagonal example is the point of V closest to t, whatever the gap. For the full nonlinear residual, the condition is assumed here and not derived from a Hamiltonian.

```lean
/-- On the region `U` the residual `f` satisfies the strong monotonicity inequality with
constant `g`. -/
def StronglyMonotoneOn (f : E → E) (g : ℝ) (U : Set E) : Prop :=
  ∀ u ∈ U, ∀ v ∈ U, g * ‖u - v‖ ^ 2 ≤ inner ℝ (f u - f v) (u - v)
```

This is step (1). The positivity of g is again a separate hypothesis, `0 < g`. Without strong monotonicity the projected problem may have no solution at all. On the complex plane take f(z) = i(z − i) = 1 + iz, which vanishes at z = i, and let V be the real axis. At every real x the residual 1 + ix has real part 1, so it is never orthogonal to V.

## The projected equations hold in the truncated space

In an orthonormal basis of excitations, f(s) ⟂ V says that the residual components of all retained excitations vanish. Those of the discarded excitations may be anything.

```lean
/-- The amplitudes `s` solve the projected equations of the truncated space `V`: they lie in `V`
and their residual is orthogonal to `V`. -/
def IsGalerkinSolution (f : E → E) (V : Submodule ℝ E) (s : E) : Prop :=
  s ∈ V ∧ ∀ v ∈ V, inner ℝ (f s) v = 0

/-- The difference between the residuals of the truncated and the exact solution is orthogonal
to the truncated space. -/
theorem galerkin_orthogonality {f : E → E} {V : Submodule ℝ E} {s t v : E}
    (ht : f t = 0) (hs : IsGalerkinSolution f V s) (hv : v ∈ V) :
    inner ℝ (f s - f t) v = 0 := by
  rw [ht, sub_zero]
  exact hs.2 v hv
```

The theorem `galerkin_orthogonality` is the first half of step (2): it removes f(t) = 0 from the difference and applies the projected equations to v.

Both parts of `IsGalerkinSolution` matter. Take f(z) = z on the complex plane, with t = 0 and V the real axis. The point s = i has a residual orthogonal to V but lies outside V; the point s = 5 lies in V but has a residual that is not orthogonal to it. Neither obeys the bound at w = 0, where the right side is zero.

## The reference point is an exact zero

The condition f(t) = 0 makes t a solution of the untruncated equations. It also turns the residual norm into a measure of error. For any u in U, (1) with u in place of s, followed by Cauchy–Schwarz, gives g ‖u − t‖² ≤ ‖f(u)‖ ‖u − t‖, and the Lipschitz bound gives the other side:

g ‖u − t‖ ≤ ‖f(u)‖ ≤ L ‖u − t‖.

```lean
/-- The norm of the residual at any amplitudes `u` in the region is at least `g` times and at most
`L` times their distance to the exact solution `t`. -/
theorem residual_error_bounds {f : E → E} {U : Set E} {L g : ℝ} {t u : E}
    (hL : LipschitzBoundOn f L U) (hm : StronglyMonotoneOn f g U)
    (htU : t ∈ U) (huU : u ∈ U) (ht : f t = 0) :
    g * ‖u - t‖ ≤ ‖f u‖ ∧ ‖f u‖ ≤ L * ‖u - t‖ := by
  have h := hm u huU t htU
  have c := real_inner_le_norm (f u - f t) (u - t)
  have l := hL u huU t htU
  rw [ht, sub_zero] at h c l
  refine ⟨?_, l⟩
  rcases (norm_nonneg (u - t)).eq_or_lt with h0 | h0
  · rw [← h0, mul_zero]
    exact norm_nonneg _
  · refine le_of_mul_le_mul_right ?_ h0
    nlinarith [h, c]
```

In the proof, `h`, `c` and `l` are monotonicity, Cauchy–Schwarz and the Lipschitz bound. The case u = t is treated separately because the lower bound comes from cancelling a factor ‖u − t‖. The norm here is that of the full residual, including the discarded excitations.

If t is not a zero, the main bound can fail: for f(z) = z and V the real axis, s = 0 solves the projected equations, but with t = w = 1 the bound would say 1 ≤ 0.

## Both solutions lie in the region U

Coupled-cluster equations are nonlinear and can have several solutions, so the bounds on f are required only on U. Within U, strong monotonicity leaves room for at most one projected solution. If s and s′ are two of them, s − s′ lies in V and both residuals are orthogonal to it, hence

g ‖s − s′‖² ≤ ⟨f(s) − f(s′), s − s′⟩ = 0.

```lean
/-- A truncated space has at most one Galerkin solution in a region where the residual is
strongly monotone. -/
theorem galerkin_solution_unique {f : E → E} {U : Set E} {V : Submodule ℝ E} {g : ℝ}
    {s s' : E} (hg : 0 < g) (hm : StronglyMonotoneOn f g U) (hsU : s ∈ U) (hsU' : s' ∈ U)
    (hs : IsGalerkinSolution f V s) (hs' : IsGalerkinSolution f V s') : s = s' := by
  have h := hm s hsU s' hsU'
  have hd : s - s' ∈ V := V.sub_mem hs.1 hs'.1
  rw [inner_sub_left, hs.2 _ hd, hs'.2 _ hd, sub_zero] at h
  by_contra hne
  have hpos : 0 < ‖s - s'‖ := norm_pos_iff.mpr (sub_ne_zero.mpr hne)
  have : 0 < g * ‖s - s'‖ ^ 2 := by positivity
  linarith
```

The Lean proof assumes s ≠ s′, which makes the left side positive, and reaches a contradiction. The theorem gives uniqueness, not existence; the existence of s and t is assumed throughout.

A solution outside U escapes the bound. On the real line, f(x) = x(1 − x) satisfies the two conditions on U = [−1/4, 1/4] with g = 1/2 and L = 3/2. With V the whole line and t = 0, the point s = 1 is a projected solution outside U, and w = 0 has no error at all.

With all the conditions in place, the main theorem reads as follows.

```lean
/-- Quasi-optimality: if the residual is Lipschitz with constant `L ≥ 0` and strongly monotone with
constant `g > 0` on a region containing the exact solution `t` and the Galerkin solution `s`, the
error of `s` is at most `L / g` times the error of any amplitudes `w` in the truncated space. -/
theorem galerkin_quasi_optimality {f : E → E} {U : Set E} {V : Submodule ℝ E} {L g : ℝ}
    {s t w : E} (hL0 : 0 ≤ L) (hg : 0 < g)
    (hL : LipschitzBoundOn f L U) (hm : StronglyMonotoneOn f g U)
    (htU : t ∈ U) (hsU : s ∈ U) (ht : f t = 0)
    (hs : IsGalerkinSolution f V s) (hw : w ∈ V) :
    ‖s - t‖ ≤ L / g * ‖w - t‖ := by
  have h1 := hm s hsU t htU
  -- orthogonality replaces the error `s - t` by the trial error `w - t`
  have h2 : inner ℝ (f s - f t) (s - t) = inner ℝ (f s - f t) (w - t) := by
    have h := galerkin_orthogonality ht hs (V.sub_mem hs.1 hw)
    have e : s - t = (s - w) + (w - t) := by abel
    rw [e, inner_add_right, h, zero_add]
  -- Cauchy-Schwarz and the Lipschitz bound
  have h3 := real_inner_le_norm (f s - f t) (w - t)
  have h4 := mul_le_mul_of_nonneg_right (hL s hsU t htU) (norm_nonneg (w - t))
  rw [div_mul_eq_mul_div, le_div_iff₀ hg]
  rcases (norm_nonneg (s - t)).eq_or_lt with h0 | h0
  · rw [← h0, zero_mul]
    positivity
  · refine le_of_mul_le_mul_right ?_ h0
    nlinarith [h1, h2, h3, h4]
```

The trial amplitudes `w` need only lie in `V`, not in `U`, because f is never evaluated there. The facts `h1` and `h2` are steps (1) and (2), while `h3` and `h4` are the two inequalities of (3). After `le_div_iff₀` has cleared the division by g, the case distinction is that of step (4), and `nlinarith` chains the inequalities. The result concerns amplitudes and gives no bound on the energy.

## Nested truncations that approach the exact amplitudes

Now take truncated spaces V₀ ⊆ V₁ ⊆ …, for example from all excitations into a growing set of virtual orbitals with the occupied ones fixed, and let sₙ in U be a projected solution in Vₙ. Suppose that the union of the spaces comes arbitrarily close to t. Given ε > 0, some V_N contains a w with ‖w − t‖ < εg/(L + 1). For n ≥ N this w also lies in Vₙ, so

‖sₙ − t‖ ≤ (L/g) ‖w − t‖ ≤ ((L + 1)/g) ‖w − t‖ < ε.

```lean
/-- Let the residual be Lipschitz and strongly monotone on a region containing the exact amplitudes
`t` and a Galerkin solution for each of the nested truncated spaces. If the union of these spaces
comes arbitrarily close to `t`, the Galerkin solutions converge to `t`. -/
theorem galerkin_convergence {f : E → E} {U : Set E} {V : ℕ → Submodule ℝ E} {L g : ℝ}
    {s : ℕ → E} {t : E} (hL0 : 0 ≤ L) (hg : 0 < g)
    (hL : LipschitzBoundOn f L U) (hm : StronglyMonotoneOn f g U)
    (htU : t ∈ U) (hsU : ∀ n, s n ∈ U) (ht : f t = 0)
    (hs : ∀ n, IsGalerkinSolution f (V n) (s n)) (hV : Monotone V)
    (hdense : t ∈ closure (⋃ n, (V n : Set E))) :
    Tendsto s atTop (𝓝 t) := by
  rw [Metric.tendsto_atTop]
  intro ε hε
  have hL1 : 0 < L + 1 := by linarith
  -- some truncated space contains a good enough approximation `w`
  obtain ⟨w, hw, hd⟩ := Metric.mem_closure_iff.mp hdense (ε * g / (L + 1)) (by positivity)
  obtain ⟨N, hN⟩ := Set.mem_iUnion.mp hw
  rw [dist_comm, dist_eq_norm, lt_div_iff₀ hL1] at hd
  refine ⟨N, fun n hn => ?_⟩
  have h := galerkin_quasi_optimality hL0 hg hL hm htU (hsU n) ht (hs n) (hV hn hN)
  rw [div_mul_eq_mul_div, le_div_iff₀ hg] at h
  rw [dist_eq_norm]
  refine lt_of_mul_lt_mul_right ?_ hg.le
  nlinarith [norm_nonneg (w - t)]
```

Here `Monotone V` means that the spaces are nested and has nothing to do with monotonicity of the residual. The density hypothesis `hdense` supplies w, and `hV hn hN` carries it from V_N to Vₙ. The constants L and g are the same for every n, and no rate of convergence is given. With infinitely many virtual orbitals the choice of inner product matters: if the orbital-energy differences of the diagonal example grow without bound, no finite L serves on the whole space in the Euclidean norm. Weighting the inner product by these differences and dividing each residual component by its own difference leaves the projected equations unchanged and gives L = g = 1 in that example.

Two examples with f(z) = z − i on the complex plane show what the hypotheses on the spaces do. If Vₙ alternates between {0} and the whole plane, the union contains t = i, but the solutions alternate between 0 and i. If every Vₙ is the real axis, the spaces are nested but stay at distance 1 from t, and sₙ = 0 for all n.

## A two-amplitude model that attains L/g

The complex plane, viewed as a real space with ⟨a, b⟩ = Re a Re b + Im a Im b, holds two real amplitudes. Let c = p + iq with p > 0, and take the affine residual f(z) = c(z − i), which vanishes at t = i.

```lean
/-- A model residual with two real amplitudes, written as one complex number: the affine map
`z ↦ c (z - i)`. -/
def modelResidual (c z : ℂ) : ℂ := c * (z - Complex.I)

/-- The truncated space of the model: the real axis of the complex plane. -/
def realAxis : Submodule ℝ ℂ where
  carrier := {z | z.im = 0}
  add_mem' := by
    intro a b ha hb
    have ha' : a.im = 0 := ha
    have hb' : b.im = 0 := hb
    simp [ha', hb']
  zero_mem' := by simp
  smul_mem' := by
    intro r a ha
    have ha' : a.im = 0 := ha
    simp [ha']
```

Since f(u) − f(v) = c(u − v), we have

‖f(u) − f(v)‖ = |c| ‖u − v‖,

⟨f(u) − f(v), u − v⟩ = p ‖u − v‖².

So L = |c| and g = p serve on the whole plane. For real x,

f(x) = (px + q) + i(qx − p),

which is orthogonal to the real axis exactly when x = −q/p.

```lean
/-- For `Re c > 0` the model residual vanishes at `i`, is Lipschitz with constant `|c|` and
strongly monotone with constant `Re c`, and `-Im c / Re c` is a Galerkin solution on the real
axis. -/
theorem modelResidual_witness (c : ℂ) (hc : 0 < c.re) :
    modelResidual c Complex.I = 0 ∧
    LipschitzBoundOn (modelResidual c) ‖c‖ Set.univ ∧
    StronglyMonotoneOn (modelResidual c) c.re Set.univ ∧
    IsGalerkinSolution (modelResidual c) realAxis ((-c.im / c.re : ℝ) : ℂ) := by
  have hd : ∀ u v : ℂ, modelResidual c u - modelResidual c v = c * (u - v) := by
    intro u v
    unfold modelResidual
    ring
  refine ⟨by simp [modelResidual], ?_, ?_, ?_, ?_⟩
  · intro u _ v _
    rw [hd, norm_mul]
  · intro u _ v _
    apply le_of_eq
    rw [hd, Complex.inner, Complex.sq_norm, Complex.normSq_apply]
    simp only [Complex.mul_re, Complex.mul_im, Complex.sub_re, Complex.sub_im,
      Complex.conj_re, Complex.conj_im]
    ring
  · exact Complex.ofReal_im _
  · intro v hv
    have hv' : v.im = 0 := hv
    have hx : -c.im / c.re * c.re = -c.im := by field_simp
    generalize -c.im / c.re = x at hx ⊢
    rw [Complex.inner]
    simp only [modelResidual, Complex.mul_re, Complex.mul_im, Complex.sub_re, Complex.sub_im,
      Complex.conj_re, Complex.conj_im, Complex.ofReal_re, Complex.ofReal_im,
      Complex.I_re, Complex.I_im, hv']
    linear_combination v.re * hx
```

In the proof, `hd` is the formula for the difference, and `hx` records xp = −q, which makes the real part of the residual vanish. All the hypotheses of the main theorem are thus met together by a concrete f.

The squared error of this solution is

‖x − i‖² = x² + 1 = (p² + q²)/p² = |c|²/p²,

while the trial point w = 0 has error 1. The bound holds with equality.

```lean
/-- For `Re c > 0` the point `0` lies on the real axis, and the distance from `-Im c / Re c` to `i`
equals `|c| / Re c` times the distance from `0` to `i`. -/
theorem quasi_optimality_sharp (c : ℂ) (hc : 0 < c.re) :
    (0 : ℂ) ∈ realAxis ∧
    ‖((-c.im / c.re : ℝ) : ℂ) - Complex.I‖ = ‖c‖ / c.re * ‖(0 : ℂ) - Complex.I‖ := by
  refine ⟨realAxis.zero_mem, ?_⟩
  have hI : ‖(0 : ℂ) - Complex.I‖ = 1 := by simp
  have hx : -c.im / c.re * c.re = -c.im := by field_simp
  generalize -c.im / c.re = x at hx ⊢
  -- compare the squares of the two lengths
  rw [hI, mul_one, ← sq_eq_sq₀ (norm_nonneg _) (by positivity), div_pow,
    Complex.sq_norm, Complex.sq_norm, eq_div_iff (pow_ne_zero 2 hc.ne'),
    Complex.normSq_apply, Complex.normSq_apply]
  simp only [Complex.sub_re, Complex.sub_im, Complex.ofReal_re, Complex.ofReal_im,
    Complex.I_re, Complex.I_im]
  linear_combination (x * c.re - c.im) * hx

end CoupledClusterQuasiOptimality
```

The proof compares squared lengths, as above, and finishes with `hx`.

For c = 3 + 4i the constants are L = 5 and g = 3, and the projected solution is s = −4/3. Its error is √(16/9 + 1) = 5/3, which is L/g times the error 1 of w = 0. The residual there is f(s) = −(25/3)i, purely imaginary as required. Its norm 25/3 lies between g · 5/3 = 5 and L · 5/3 = 25/3, in agreement with the two-sided residual bound.

```lean
#print axioms CoupledClusterQuasiOptimality.residual_error_bounds
-- 'CoupledClusterQuasiOptimality.residual_error_bounds' depends on axioms: [propext, Classical.choice, Quot.sound]
#print axioms CoupledClusterQuasiOptimality.galerkin_solution_unique
-- 'CoupledClusterQuasiOptimality.galerkin_solution_unique' depends on axioms: [propext, Classical.choice, Quot.sound]
#print axioms CoupledClusterQuasiOptimality.galerkin_convergence
-- 'CoupledClusterQuasiOptimality.galerkin_convergence' depends on axioms: [propext, Classical.choice, Quot.sound]
#print axioms CoupledClusterQuasiOptimality.quasi_optimality_sharp
-- 'CoupledClusterQuasiOptimality.quasi_optimality_sharp' depends on axioms: [propext, Classical.choice, Quot.sound]
```
